# For real $1<a<3$, the Euler transform sums the divergent series $\sum_n(-a)^n$ to $1/(1+a)$

For real $1<a<3$ the series $\sum_n(-a)^n$ diverges, but its Euler transform

$$\sum_{n=0}^{\infty}\frac{1}{2^{n+1}}\sum_{k=0}^{n}\binom nk(-a)^k$$

converges to $1/(1+a)$. I read this as a small model of a perturbation series spoiled by a "back-door" singularity, one in the negative half of the coupling plane: the energy $1/(1+az)$ has a pole at $z=-1/a$, closer to the origin than the physical coupling $z=1$. A bilinear change of the coupling variable is supposed to cure the divergence. Can this be made rigorous and machine-checked, including the exact range of $a$ for which it works?

## The transform replaces the ratio $-a$ by $(1-a)/2$

Yes. Both series are geometric. The original one has ratio $-a$, of modulus greater than one; the transformed one has ratio $(1-a)/2$, of modulus less than one when $1<a<3$. For complex $a$, the transformed series converges exactly when $|1-a|<2$.

### Summing the series by hand

Let $z$ be the coupling that scales the perturbation, with $z=0$ the unperturbed problem and $z=1$ the physical one. The model energy is

$$E(z)=\frac{1}{1+az}=\sum_{n=0}^{\infty}(-a)^nz^n,\qquad |az|<1.$$

At $z=1$ the partial sums are $S_N=\sum_{n=0}^{N-1}(-a)^n$. If they had a limit, the differences $S_{N+1}-S_N=(-a)^N$ would tend to zero. For $a>1$ these differences have modulus $a^N\ge1$, so there is no limit.

Now write $b_n$ for the $n$-th term of the Euler transform. The binomial theorem gives

$$\sum_{k=0}^{n}\binom nk(-a)^k=(1-a)^n,\qquad b_n=\frac12\left(\frac{1-a}{2}\right)^n.$$

When $|1-a|<2$, the geometric sum is

$$\sum_{n=0}^{\infty}b_n=\frac12\cdot\frac{1}{1-\frac{1-a}{2}}=\frac12\cdot\frac{2}{1+a}=\frac{1}{1+a}=E(1).$$

For real $1<a<3$ we have $|1-a|=a-1<2$, so the condition holds. If instead $|1-a|\ge2$, the ratio has modulus at least one and the argument used for the original series rules out a limit.

The coupling map behind the transform is $w=z/(1+z)$. It satisfies

$$1-(1-a)w=\frac{1+z-(1-a)z}{1+z}=\frac{1+az}{1+z}.$$

Dividing $w$ by this expression and expanding in powers of $w$ gives

$$zE(z)=\frac{z}{1+az}=\frac{w}{1-(1-a)w}=\sum_{n=0}^{\infty}(1-a)^nw^{n+1},\qquad |(1-a)w|<1.$$

The physical point $z=1$ goes to $w=1/2$, where the terms of this expansion are exactly the $b_n$. For $a\ne0,1$, the pole $z=-1/a$ goes to

$$w=\frac{-1/a}{1-1/a}=\frac{1}{1-a}.$$

It lies farther from the origin than $w=1/2$ precisely when $1/|1-a|>1/2$, that is, when $|1-a|<2$. In that case the map does not abolish the pole; it moves it outside the circle $|w|=1/2$, which passes through the image of the physical point.

The two ends of the interval behave differently. At $a=1$ the original series is $1-1+1-\cdots$, while the transformed series has the single nonzero term $b_0=1/2$, which is the correct value $E(1)$. At $a=3$ the transformed terms are $\tfrac12(-1)^n$, and their partial sums alternate between $1/2$ and $0$ once the first term is included. They never settle at $E(1)=1/4$.

Finally, suppose that the coefficients come from $m$ poles, $c_k=\sum_j r_j(-a_j)^k$, with complex weights $r_j$. The transform is linear in $c$, so it sums to $\sum_j r_j/(1+a_j)$ whenever every $a_j$ satisfies $|1-a_j|<2$.

### Poles, couplings and limits as Lean objects

The coefficient sequence is a function `c : ℕ → ℂ`, and `eulerTerm c n` is its $n$-th Euler term. The range `Finset.range (n + 1)` runs over $k=0,\ldots,n$. The function `couplingMap` is $z\mapsto z/(1+z)$. The energy has no definition of its own: it enters through the coefficients `(-a) ^ k`, the value `1 / (1 + a)` and, in `mapped_expansion`, the product `z / (1 + a * z)`.

The main theorem, `euler_resummation`, takes a real `a` with `1 < a` and `a < 3`, and regards it as a complex number where needed. It states four things together:

- The pole $-1/a$ lies inside the unit disc.
- The partial sums of the original series tend to no complex number `L`.
- The image of the pole is farther from the origin than the image of $z=1$.
- The Euler-transformed series has sum $1/(1+a)$.

The last statement uses `HasSum`, which means that the sum does not depend on the order of the terms. The divergence statement and `euler_converges_iff` concern ordinary partial sums taken in order, so the convergence criterion also excludes conditional convergence outside $|1-a|<2$.

The theorem `mapped_pole_farther_iff` assumes $a\ne0$ and $a\ne1$. With $a=0$ there is no pole, and with $a=1$ the pole is sent to infinity, which Lean's division would represent as $0$.

The hypothesis $a>1$ stands for a singularity reached at a negative coupling weaker in magnitude than the physical one. The pole itself is postulated; it is not derived from a Hamiltonian. In a finite-dimensional problem $H_0+zV$ with Hermitian $H_0$ and $V$, the eigenvalues have no poles at finite $z$, and their singularities are branch points away from the real axis, so a simple pole at a real coupling is an idealisation. Within this restriction to finitely many simple poles, the result illustrates how a change of coupling variable can resum a divergent series in the coupling.

```lean
import Mathlib

open Filter Topology

namespace EulerResummation

noncomputable section

/-- The `n`-th term of the Euler transform of a perturbation series with coefficients `c`. -/
def eulerTerm (c : ℕ → ℂ) (n : ℕ) : ℂ :=
  (∑ k ∈ Finset.range (n + 1), (n.choose k : ℂ) * c k) / 2 ^ (n + 1)

/-- The bilinear map of the coupling plane, `z ↦ z / (1 + z)`. -/
def couplingMap (z : ℂ) : ℂ := z / (1 + z)

/-- The partial sums of a geometric series whose ratio has modulus at least one
have no limit. -/
theorem geometric_diverges {q : ℂ} (hq : 1 ≤ ‖q‖) (L : ℂ) :
    ¬ Tendsto (fun N : ℕ => ∑ n ∈ Finset.range N, q ^ n) atTop (𝓝 L) := by
  intro h
  -- Differences of successive partial sums would have to tend to zero.
  have h1 := (h.comp (tendsto_add_atTop_nat 1)).sub h
  have h2 : Tendsto (fun n : ℕ => q ^ n) atTop (𝓝 (L - L)) :=
    h1.congr (fun n => by simp [Finset.sum_range_succ])
  rw [sub_self] at h2
  have h3 := h2.norm
  rw [norm_zero] at h3
  have h4 : (1 : ℝ) ≤ 0 := ge_of_tendsto' h3 (fun n => by
    rw [norm_pow]
    exact one_le_pow₀ hq)
  linarith

/-- The Euler transform of the series with terms `(-a)^k` is a geometric series
with ratio `(1 - a) / 2`. -/
theorem eulerTerm_geometric (a : ℂ) (n : ℕ) :
    eulerTerm (fun k => (-a) ^ k) n = 1 / 2 * ((1 - a) / 2) ^ n := by
  have h : ∑ k ∈ Finset.range (n + 1), (n.choose k : ℂ) * (-a) ^ k = (1 - a) ^ n := by
    rw [show (1 - a) = -a + 1 by ring, add_pow]
    refine Finset.sum_congr rfl fun k _ => ?_
    rw [one_pow]
    ring
  unfold eulerTerm
  rw [h, div_pow, pow_succ]
  ring

/-- For `|1 - a| < 2` the Euler-transformed series sums to `1 / (1 + a)`. -/
theorem euler_hasSum {a : ℂ} (h : ‖1 - a‖ < 2) :
    HasSum (eulerTerm (fun k => (-a) ^ k)) (1 / (1 + a)) := by
  have h2 : ‖(2 : ℂ)‖ = 2 := by simp
  have hq : ‖(1 - a) / 2‖ < 1 := by
    rw [norm_div, h2]
    linarith
  have hs := (hasSum_geometric_of_norm_lt_one hq).mul_left (1 / 2)
  have e : 1 / 2 * (1 - (1 - a) / 2)⁻¹ = 1 / (1 + a) := by
    rw [show 1 - (1 - a) / 2 = (1 + a) / 2 by ring, inv_div]
    ring
  rw [e] at hs
  rw [show eulerTerm (fun k => (-a) ^ k) = fun n => 1 / 2 * ((1 - a) / 2) ^ n from
    funext (eulerTerm_geometric a)]
  exact hs

/-- The partial sums of the Euler-transformed series converge exactly when
`|1 - a| < 2`. -/
theorem euler_converges_iff (a : ℂ) :
    (∃ L, Tendsto (fun N : ℕ => ∑ n ∈ Finset.range N, eulerTerm (fun k => (-a) ^ k) n)
      atTop (𝓝 L)) ↔ ‖1 - a‖ < 2 := by
  constructor
  · rintro ⟨L, hL⟩
    by_contra hn
    have hn' : 2 ≤ ‖1 - a‖ := not_lt.mp hn
    have h2 : ‖(2 : ℂ)‖ = 2 := by simp
    have hq : 1 ≤ ‖(1 - a) / 2‖ := by
      rw [norm_div, h2]
      linarith
    apply geometric_diverges hq (2 * L)
    refine (hL.const_mul (2 : ℂ)).congr fun N => ?_
    rw [Finset.mul_sum]
    refine Finset.sum_congr rfl fun n _ => ?_
    rw [eulerTerm_geometric]
    ring
  · intro h
    exact ⟨_, (euler_hasSum h).tendsto_sum_nat⟩

/-- Re-expansion of `z / (1 + a z)` in powers of the mapped coupling `w = z / (1 + z)`, valid where
`z ≠ -1` and `|(1 - a) w| < 1`. -/
theorem mapped_expansion {a z : ℂ} (hz : 1 + z ≠ 0)
    (h : ‖(1 - a) * couplingMap z‖ < 1) :
    HasSum (fun n : ℕ => (1 - a) ^ n * couplingMap z ^ (n + 1)) (z / (1 + a * z)) := by
  have e : 1 - (1 - a) * couplingMap z = (1 + a * z) / (1 + z) := by
    unfold couplingMap
    field_simp
    ring
  -- Inside the mapped disc the energy has no pole.
  have hne : 1 + a * z ≠ 0 := by
    intro h0
    rw [h0, zero_div] at e
    rw [← sub_eq_zero.mp e, norm_one] at h
    exact lt_irrefl _ h
  have hs := (hasSum_geometric_of_norm_lt_one h).mul_left (couplingMap z)
  have v : couplingMap z * (1 - (1 - a) * couplingMap z)⁻¹ = z / (1 + a * z) := by
    rw [e, inv_div]
    unfold couplingMap
    field_simp
  rw [v] at hs
  have t : (fun n : ℕ => (1 - a) ^ n * couplingMap z ^ (n + 1)) =
      fun n : ℕ => couplingMap z * ((1 - a) * couplingMap z) ^ n := by
    funext n
    rw [mul_pow]
    ring
  rw [t]
  exact hs

/-- For `a` different from `0` and `1`, the image of the pole `-1/a` lies farther from the origin
than the image of the physical coupling `1` exactly when `|1 - a| < 2`. -/
theorem mapped_pole_farther_iff {a : ℂ} (h0 : a ≠ 0) (h1 : a ≠ 1) :
    ‖couplingMap 1‖ < ‖couplingMap (-1 / a)‖ ↔ ‖1 - a‖ < 2 := by
  have hs : 1 - a ≠ 0 := sub_ne_zero.mpr (Ne.symm h1)
  have hw : couplingMap (-1 / a) = 1 / (1 - a) := by
    unfold couplingMap
    rw [show 1 + -1 / a = -(1 - a) / a by field_simp; ring]
    field_simp
  have hp : ‖couplingMap 1‖ = 1 / 2 := by
    unfold couplingMap
    norm_num
  rw [hp, hw, norm_div, norm_one]
  exact one_div_lt_one_div (by norm_num) (norm_pos_iff.mpr hs)

/-- For real `1 < a < 3` the pole `-1/a` lies inside the unit disc and the bare series
diverges; the bilinear map moves the pole beyond the image of the physical coupling,
and the Euler-transformed series sums to `1 / (1 + a)`. -/
theorem euler_resummation {a : ℝ} (h1 : 1 < a) (h3 : a < 3) :
    ‖-1 / (a : ℂ)‖ < 1 ∧
    (∀ L, ¬ Tendsto (fun N : ℕ => ∑ n ∈ Finset.range N, (-(a : ℂ)) ^ n) atTop (𝓝 L)) ∧
    ‖couplingMap 1‖ < ‖couplingMap (-1 / (a : ℂ))‖ ∧
    HasSum (eulerTerm (fun k => (-(a : ℂ)) ^ k)) (1 / (1 + (a : ℂ))) := by
  have hpos : 0 < a := by linarith
  have hn : ‖(a : ℂ)‖ = a := by
    rw [Complex.norm_real, Real.norm_of_nonneg hpos.le]
  have hd : ‖1 - (a : ℂ)‖ < 2 := by
    rw [show 1 - (a : ℂ) = ((1 - a : ℝ) : ℂ) by simp, Complex.norm_real,
      Real.norm_eq_abs, abs_lt]
    constructor <;> linarith
  refine ⟨?_, ?_, ?_, euler_hasSum hd⟩
  · rw [norm_div, norm_neg, norm_one, hn, div_lt_one hpos]
    exact h1
  · exact geometric_diverges (by rw [norm_neg, hn]; exact h1.le)
  · exact (mapped_pole_farther_iff (by exact_mod_cast hpos.ne')
      (by exact_mod_cast h1.ne')).mpr hd

/-- For a series generated by finitely many poles with parameters `a j` and weights `r j`,
the Euler transform sums to `∑ r j / (1 + a j)` if every `|1 - a j| < 2`. -/
theorem euler_hasSum_multipole {m : ℕ} (r a : Fin m → ℂ) (h : ∀ j, ‖1 - a j‖ < 2) :
    HasSum (eulerTerm (fun k => ∑ j, r j * (-a j) ^ k)) (∑ j, r j / (1 + a j)) := by
  -- The Euler transform acts linearly on the pole contributions.
  have lin : eulerTerm (fun k => ∑ j, r j * (-a j) ^ k) =
      fun n => ∑ j, r j * eulerTerm (fun k => (-a j) ^ k) n := by
    funext n
    simp only [eulerTerm, Finset.mul_sum, Finset.sum_div]
    refine Finset.sum_comm.trans ?_
    refine Finset.sum_congr rfl fun j _ => Finset.sum_congr rfl fun k _ => ?_
    ring
  rw [lin]
  refine hasSum_sum fun j _ => ?_
  have hj := (euler_hasSum (h j)).mul_left (r j)
  rwa [mul_one_div] at hj

end

end EulerResummation
```

```lean
#print axioms EulerResummation.euler_converges_iff
#print axioms EulerResummation.mapped_expansion
#print axioms EulerResummation.euler_resummation
#print axioms EulerResummation.euler_hasSum_multipole
```

```
'EulerResummation.euler_converges_iff' depends on axioms: [propext, Classical.choice, Quot.sound]
'EulerResummation.mapped_expansion' depends on axioms: [propext, Classical.choice, Quot.sound]
'EulerResummation.euler_resummation' depends on axioms: [propext, Classical.choice, Quot.sound]
'EulerResummation.euler_hasSum_multipole' depends on axioms: [propext, Classical.choice, Quot.sound]
```

### How the proof follows the geometric sums

`geometric_diverges` is the argument from successive differences. It shifts the assumed limit by one index, subtracts, and obtains $q^n\to0$. Taking norms then gives a sequence bounded below by one that tends to zero, which yields the contradiction $1\le0$.

`eulerTerm_geometric` is the binomial step. Rewriting $1-a$ as $-a+1$ lets `add_pow` produce the binomial sum, and the remaining algebra separates the factor $1/2$ from the power of $(1-a)/2$. `euler_hasSum` then turns $|1-a|<2$ into a ratio of modulus less than one, applies Mathlib's geometric sum, multiplies by $1/2$, and simplifies the value to $1/(1+a)$.

For `euler_converges_iff`, one direction is `euler_hasSum`. In the other, a limit $L$ of the transformed partial sums would make the plain geometric series with ratio $(1-a)/2$ converge to $2L$. If $|1-a|\ge2$, this contradicts `geometric_diverges`.

`mapped_expansion` proves the identity for $1-(1-a)w$ first. The identity also shows that $1+az\ne0$: otherwise $(1-a)w=1$, against the assumption that its modulus is less than one. The geometric sum multiplied by $w$ is then the required expansion. At $z=1$ its terms are the Euler terms $b_n$ of the model series, which links the transform to the coupling map; the main theorem does not depend on it.

`mapped_pole_farther_iff` computes the two images, $1/2$ and $1/(1-a)$, and compares their reciprocals. In `euler_resummation`, the bounds $1<a<3$ give $|1-a|<2$, after which the earlier theorems supply the divergence, the comparison of images and the sum. The position of the pole follows directly from $a>1$.

For several poles, `euler_hasSum_multipole` exchanges the finite sums over $j$ and $k$ with `Finset.sum_comm`. This writes the transform as a weighted sum of single-pole transforms, and `hasSum_sum` adds their values. With $m=0$ both the series and its value are zero.
